# Polynomial perturbation theory for an oscillator of changed stiffness gives a ground-state energy shift e with (1 + 2e)² = 1 + t

**A.** In units with ħ = m = 1, change a harmonic oscillator's force constant from 1 to 1 + t, and start from its ground state. If polynomials multiplying the ground-state Gaussian solve the perturbation equations at every order, the energy shift e = Σ Eₙtⁿ, summed over n ≥ 1, obeys

(1 + 2e)² = 1 + t

as a formal power series in t.

**Q.** That agrees with the frequency √(1 + t). But are your order equations really the Schrödinger equation?

**A.** Take H = −½ d²/dx² + ½x² and the perturbation ½tx². Write ψ = P exp(−x²/2), with P = Σ Pₙtⁿ. Then H − ½ acts on P as L(P) = −P″/2 + xP′, so

L(P) + ½tx²P = eP.

Order n + 1 reads

L(Pₙ₊₁) = −½x²Pₙ + Σ Eₖ₊₁Pₙ₋ₖ, with k = 0, …, n.

In Lean, `oscOp` is L, and `OrderEquations` states these equations together with P₀ = 1.

```lean
import Mathlib

open Polynomial Finset

namespace OscillatorStiffness

noncomputable section

/-- The oscillator Hamiltonian, less its ground-state energy, acting on the polynomial factor
in front of the ground-state Gaussian: `L(P) = -P''/2 + x P'`. -/
def oscOp (P : ℝ[X]) : ℝ[X] :=
  -(C (1 / 2) * derivative (derivative P)) + X * derivative P

/-- The order equations for the perturbation `t x²/2`, with `P₀ = 1`; the equation of order
`n + 1` contains the energies `E₁, ..., E_(n+1)`. -/
def OrderEquations (P : ℕ → ℝ[X]) (E : ℕ → ℝ) : Prop :=
  P 0 = 1 ∧ ∀ n, oscOp (P (n + 1)) =
    -(C (1 / 2) * (X * (X * P n))) + ∑ k ∈ range (n + 1), C (E (k + 1)) * P (n - k)
```

**Q.** Could a wrong summation limit go unnoticed there?

**A.** In the definition alone, yes. With `range n` for `range (n + 1)`, the newest energy is lost. The first equation becomes L(P₁) = −½x², which no polynomial solves, and any theorem assuming the equations is then vacuously true. The explicit solution proved at the end shows that the equations stated here do have a solution.

**Q.** Why polynomials? And nothing is normalised.

**A.** Polynomiality acts as the boundary condition: among all smooth functions, the first equation has a solution for every E₁. As for normalisation, the unit-norm unperturbed state is π^(−1/4) exp(−x²/2). Multiplying P by a real series in t with constant term 1 gives another solution with the same energies.

**Q.** How do you handle all orders at once?

**A.** With power series in t whose coefficients are polynomials in x. The polynomial variable `X` is position, while `PowerSeries.X` is t. `energySeries` has constant term zero, whatever `E 0` is. `gaussDefect` is

D = P′ + 2exP,

which vanishes for the expected factor P = exp(−ex²).

```lean
/-- The energy shift `e = ∑ Eₙ tⁿ`, summed over `n ≥ 1`, as a formal power series. -/
def energySeries (E : ℕ → ℝ) : PowerSeries ℝ :=
  PowerSeries.mk fun n => if n = 0 then 0 else E n

/-- The derivative in `x` of a formal series in `t` with polynomial coefficients. -/
def ddx (F : PowerSeries ℝ[X]) : PowerSeries ℝ[X] :=
  PowerSeries.mk fun n => derivative (PowerSeries.coeff n F)

-- position, one half, and an energy series, inside the series with polynomial coefficients
local notation "𝐱" => (PowerSeries.C (X : ℝ[X]))
local notation "𝐡" => (PowerSeries.C (C (1 / 2 : ℝ) : ℝ[X]))
local notation "lift" => PowerSeries.map (C : ℝ →+* ℝ[X])

/-- The series `F' + 2 e x F`, which vanishes when `F` has logarithmic derivative `-2 e x`. -/
def gaussDefect (F : PowerSeries ℝ[X]) (e : PowerSeries ℝ) : PowerSeries ℝ[X] :=
  ddx F + 2 * (𝐱 * (lift e * F))
```

The product rule holds coefficient by coefficient. The next theorem compares coefficients to show that the order equations amount to P₀ = 1 and the single series equation above.

```lean
/-- The product rule for the derivative in `x` of formal series in `t`. -/
theorem ddx_mul (F G : PowerSeries ℝ[X]) : ddx (F * G) = ddx F * G + F * ddx G := by
  refine PowerSeries.ext fun n => ?_
  simp only [ddx, PowerSeries.coeff_mk, map_add, PowerSeries.coeff_mul, derivative_sum,
    derivative_mul, sum_add_distrib]

/-- The order equations are together equivalent to `P₀ = 1` and one Schrödinger equation
for the generating series of the `Pₙ`. -/
theorem orderEquations_iff (P : ℕ → ℝ[X]) (E : ℕ → ℝ) :
    OrderEquations P E ↔ P 0 = 1 ∧
      -(𝐡 * ddx (ddx (PowerSeries.mk P))) + 𝐱 * ddx (PowerSeries.mk P) =
        -(𝐡 * (𝐱 * (𝐱 * (PowerSeries.X * PowerSeries.mk P)))) +
          lift (energySeries E) * PowerSeries.mk P := by
  refine and_congr_right fun h0 => ?_
  have hz : PowerSeries.coeff 0 (lift (energySeries E) * PowerSeries.mk P) = 0 := by
    simp only [PowerSeries.coeff_mul, Finset.Nat.antidiagonal_zero, sum_singleton,
      PowerSeries.coeff_map, energySeries, PowerSeries.coeff_mk, if_true, map_zero, zero_mul]
  have hs : ∀ n, PowerSeries.coeff (n + 1) (lift (energySeries E) * PowerSeries.mk P) =
      ∑ k ∈ range (n + 1), C (E (k + 1)) * P (n - k) := by
    intro n
    rw [PowerSeries.coeff_mul, Finset.Nat.sum_antidiagonal_succ,
      Finset.Nat.sum_antidiagonal_eq_sum_range_succ_mk]
    simp [energySeries]
  constructor
  · intro h
    refine PowerSeries.ext fun n => ?_
    rcases n with _ | n
    · simp only [map_add, map_neg, PowerSeries.coeff_C_mul, PowerSeries.coeff_zero_X_mul, hz,
        ddx, PowerSeries.coeff_mk, h0, derivative_one, map_zero, mul_zero, neg_zero, add_zero]
    · have hn := h n
      simp only [oscOp] at hn
      simp only [map_add, map_neg, PowerSeries.coeff_C_mul, PowerSeries.coeff_succ_X_mul, hs,
        ddx, PowerSeries.coeff_mk]
      exact hn
  · intro h n
    have hn := congrArg (PowerSeries.coeff (n + 1)) h
    simp only [map_add, map_neg, PowerSeries.coeff_C_mul, PowerSeries.coeff_succ_X_mul, hs,
      ddx, PowerSeries.coeff_mk] at hn
    exact hn
```

**Q.** Where does the square come from?

**A.** Substitute P′ = D − 2exP. Differentiating once more gives

P″ = D′ − 2eP − 2exD + 4e²x²P.

With g = (1 + 2e)² − (1 + t) = 4e + 4e² − t, this yields

L(P) + ½tx²P − eP = xD − D′/2 + exD − ½x²gP.

`residual_eq` proves this identity for any series `F` in place of P; `linear_combination` does the final algebra.

```lean
/-- The residual of the Schrödinger equation, written through `D = F' + 2 e x F` and
`(1 + 2e)² - (1 + t)`. -/
theorem residual_eq (F : PowerSeries ℝ[X]) (e : PowerSeries ℝ) :
    (-(𝐡 * ddx (ddx F)) + 𝐱 * ddx F) -
        (-(𝐡 * (𝐱 * (𝐱 * (PowerSeries.X * F)))) + lift e * F) =
      𝐱 * gaussDefect F e - 𝐡 * ddx (gaussDefect F e) + 𝐱 * (gaussDefect F e * lift e) -
        𝐡 * (𝐱 * (𝐱 * (lift ((1 + 2 * e) ^ 2 - (1 + PowerSeries.X)) * F))) := by
  have hh : 2 * 𝐡 = 1 := by
    have h := congrArg (fun r : ℝ => PowerSeries.C (C r)) (by norm_num : (2 : ℝ) * (1 / 2) = 1)
    simpa only [map_mul, map_ofNat, map_one] using h
  have hadd : ∀ A B, ddx (A + B) = ddx A + ddx B := fun A B =>
    PowerSeries.ext fun n => by simp only [ddx, PowerSeries.coeff_mk, map_add]
  have hx : ddx 𝐱 = 1 := PowerSeries.ext fun n => by
    rcases n with _ | n <;> simp [ddx, PowerSeries.coeff_C, PowerSeries.coeff_one]
  have he : ddx (lift e) = 0 := PowerSeries.ext fun n => by simp [ddx]
  have hD : ddx (gaussDefect F e) =
      ddx (ddx F) + 2 * (lift e * F + 𝐱 * (lift e * ddx F)) := by
    rw [gaussDefect, two_mul, hadd, hadd, ddx_mul, ddx_mul, hx, he]
    ring
  rw [hD, gaussDefect]
  simp only [map_sub, map_add, map_mul, map_pow, map_one, map_ofNat, PowerSeries.map_X]
  linear_combination (lift e * F + 𝐱 * (lift e * ddx F) +
    𝐱 ^ 2 * F * (2 * lift e + 2 * lift e ^ 2)) * hh
```

**Q.** One equation for two unknowns, D and g?

**A.** Degrees separate them. Suppose D and g vanish below order n. Since e has no constant term and P₀ = 1, order n reads

xDₙ − Dₙ′/2 = bx², with b = gₙ/2.

Put R = Dₙ − bx (`Q` in the code). Then xR − R′/2 = b/2. If R were nonzero, the leading term of xR would have positive degree and nothing to cancel it. So R = 0, hence b = 0 and Dₙ = 0. `order_step` is this argument, and strong induction in `gaussian_and_energy` carries it through all orders.

```lean
/-- A polynomial `D` with `x D - D'/2 = b x²` is zero, and so is the number `b`. -/
theorem order_step (D : ℝ[X]) (b : ℝ)
    (h : X * D - C (1 / 2) * derivative D = C b * X ^ 2) : D = 0 ∧ b = 0 := by
  -- subtracting `b x` leaves a constant on the right
  have h1 : X * (D - C b * X) - C (1 / 2) * derivative (D - C b * X) = C (1 / 2 * b) := by
    rw [derivative_sub, derivative_C_mul, derivative_X, C_mul]
    linear_combination h
  generalize hQ : D - C b * X = Q at h1
  -- the leading coefficient of `x Q` has nothing to cancel against
  have hQ0 : Q = 0 := by
    have h2 := congrArg (fun p => p.coeff (Q.natDegree + 1)) h1
    simp only [coeff_sub, coeff_X_mul, coeff_C_mul, coeff_derivative, coeff_C_succ] at h2
    rw [coeff_eq_zero_of_natDegree_lt (by omega : Q.natDegree < Q.natDegree + 1 + 1)] at h2
    exact leadingCoeff_eq_zero.mp (by rw [leadingCoeff]; linarith)
  have hb : b = 0 := by
    rw [hQ0, derivative_zero, mul_zero, mul_zero, sub_zero] at h1
    have h3 := C_eq_zero.mp h1.symm
    linarith
  rw [hQ0, hb, C_0, zero_mul, sub_zero] at hQ
  exact ⟨hQ, hb⟩

/-- For every polynomial solution of the order equations, the generating series `P` of the `Pₙ`
obeys `P' + 2 e x P = 0`, and the energy shift obeys `(1 + 2e)² = 1 + t`. -/
theorem gaussian_and_energy {P : ℕ → ℝ[X]} {E : ℕ → ℝ} (h : OrderEquations P E) :
    gaussDefect (PowerSeries.mk P) (energySeries E) = 0 ∧
      (1 + 2 * energySeries E) ^ 2 = 1 + PowerSeries.X := by
  obtain ⟨h0, hS⟩ := (orderEquations_iff P E).mp h
  have key := residual_eq (PowerSeries.mk P) (energySeries E)
  rw [hS, sub_self] at key
  have he : PowerSeries.coeff 0 (energySeries E) = 0 := by
    simp only [energySeries, PowerSeries.coeff_mk, if_true]
  rw [← sub_eq_zero (a := (1 + 2 * energySeries E) ^ 2)]
  generalize gaussDefect (PowerSeries.mk P) (energySeries E) = D at key ⊢
  generalize (1 + 2 * energySeries E) ^ 2 - (1 + PowerSeries.X) = g at key ⊢
  have low : ∀ (n : ℕ) (G H : PowerSeries ℝ[X]), (∀ m < n, PowerSeries.coeff m G = 0) →
      PowerSeries.coeff n (G * H) = PowerSeries.coeff n G * PowerSeries.coeff 0 H := by
    intro n G H hG
    rw [PowerSeries.coeff_mul]
    refine Finset.sum_eq_single (n, 0) ?_ (fun hn => absurd (by simp) hn)
    rintro ⟨a, b⟩ hab hne
    rw [HasAntidiagonal.mem_antidiagonal] at hab
    have ha : a < n := by
      by_contra hc
      exact hne (Prod.ext (by simp only at hab ⊢; omega) (by simp only at hab ⊢; omega))
    rw [hG a ha, zero_mul]
  -- both series vanish order by order
  have all : ∀ n, PowerSeries.coeff n D = 0 ∧ PowerSeries.coeff n g = 0 := by
    intro n
    induction n using Nat.strong_induction_on with
    | _ n ih =>
      have hn := congrArg (PowerSeries.coeff n) key
      simp only [map_add, map_sub, map_zero, PowerSeries.coeff_C_mul] at hn
      rw [low n D _ fun m hm => (ih m hm).1, low n (lift g) _ fun m hm => by
        rw [PowerSeries.coeff_map, (ih m hm).2, map_zero]] at hn
      simp only [PowerSeries.coeff_map, he, ddx, PowerSeries.coeff_mk, h0, map_zero] at hn
      have hs := order_step (PowerSeries.coeff n D) (1 / 2 * PowerSeries.coeff n g)
        (by rw [C_mul]; linear_combination -hn)
      exact ⟨hs.1, by linarith [hs.2]⟩
  exact ⟨PowerSeries.ext fun n => by rw [(all n).1, map_zero],
    PowerSeries.ext fun n => by rw [(all n).2, map_zero]⟩
```

**Q.** Does the quadratic fix the individual energies?

**A.** Yes. Let Cat(n) be the Catalan numbers and set e = tu, with uₙ = ¼(−¼)ⁿ Cat(n). Their recursion, Cat(n+1) = Σ Cat(i) Cat(n−i) over i = 0, …, n, gives u + tu² = ¼, so 4e + 4e² = t. Two series with equal squares agree up to sign, and the constant term 1 of 1 + 2e excludes the minus sign. Thus

Eₙ₊₁ = ¼(−¼)ⁿ Cat(n),

beginning ¼, −1/16, 1/32.

```lean
/-- The numbers `E_(n+1) = (1/4) (-1/4)ⁿ Cat(n)`, with `Cat(n)` the Catalan numbers. -/
def catalanEnergy : ℕ → ℝ
  | 0 => 0
  | n + 1 => 1 / 4 * (-1 / 4) ^ n * catalan n

/-- The series with the Catalan energies as coefficients satisfies `(1 + 2e)² = 1 + t`. -/
theorem catalan_quadratic : (1 + 2 * energySeries catalanEnergy) ^ 2 = 1 + PowerSeries.X := by
  let u : PowerSeries ℝ := PowerSeries.mk fun n => 1 / 4 * (-1 / 4) ^ n * catalan n
  have hc : energySeries catalanEnergy = PowerSeries.X * u := PowerSeries.ext fun n => by
    rcases n with _ | n
    · rw [PowerSeries.coeff_zero_X_mul]
      simp only [energySeries, PowerSeries.coeff_mk, if_true]
    · rw [PowerSeries.coeff_succ_X_mul]
      simp [energySeries, catalanEnergy, u]
  have hu : u + PowerSeries.X * (u * u) = PowerSeries.C (1 / 4) := PowerSeries.ext fun n => by
    rcases n with _ | n
    · simp only [map_add, PowerSeries.coeff_zero_X_mul, u, PowerSeries.coeff_mk,
        PowerSeries.coeff_C, if_true, catalan_zero]
      norm_num
    · rw [map_add, PowerSeries.coeff_succ_X_mul, PowerSeries.coeff_mul, PowerSeries.coeff_C,
        if_neg (Nat.succ_ne_zero n)]
      simp only [u, PowerSeries.coeff_mk, catalan_succ']
      push_cast
      rw [mul_sum, ← sum_add_distrib]
      refine sum_eq_zero fun p hp => ?_
      rw [← mem_antidiagonal.mp hp]
      ring
  have hq : 4 * PowerSeries.C (1 / 4 : ℝ) = 1 := by
    have h := congrArg (fun r : ℝ => PowerSeries.C r) (by norm_num : (4 : ℝ) * (1 / 4) = 1)
    simpa only [map_mul, map_ofNat, map_one] using h
  rw [hc]
  linear_combination 4 * PowerSeries.X * hu + PowerSeries.X * hq

/-- Every polynomial solution of the order equations has the energies
`E_(n+1) = (1/4) (-1/4)ⁿ Cat(n)`. -/
theorem energy_eq_catalan {P : ℕ → ℝ[X]} {E : ℕ → ℝ} (h : OrderEquations P E) (n : ℕ) :
    E (n + 1) = 1 / 4 * (-1 / 4) ^ n * catalan n := by
  have h0 : ∀ E, PowerSeries.constantCoeff (energySeries E) = 0 := fun E => by
    rw [← PowerSeries.coeff_zero_eq_constantCoeff_apply]
    simp only [energySeries, PowerSeries.coeff_mk, if_true]
  rcases sq_eq_sq_iff_eq_or_eq_neg.mp ((gaussian_and_energy h).2.trans catalan_quadratic.symm)
    with h1 | h1
  · have h2 := congrArg (PowerSeries.coeff (n + 1)) h1
    simp only [two_mul, map_add, energySeries, PowerSeries.coeff_mk,
      if_neg (Nat.succ_ne_zero n), catalanEnergy] at h2
    linarith
  · -- the other square root has the wrong constant term
    have h2 := congrArg PowerSeries.constantCoeff h1
    simp only [map_add, map_mul, map_neg, map_one, map_ofNat, h0] at h2
    norm_num at h2
```

**Q.** Is e then the model's ground-state energy shift at a given number t?

**A.** For |t| < 1 that takes two further steps, not proved here: summing the series, which converges there, and identifying the sum with the ground-state shift of the actual operator. For this one-dimensional harmonic model, the coefficients give a reference at each order for a Rayleigh–Schrödinger program.

**Q.** And does any solution exist to all orders?

**A.** Yes: expand exp(−ex²) in t, with the Catalan energies in e. Since eʲ starts at order tʲ, each coefficient `gaussianP n` is a finite sum, hence a polynomial. Differentiating term by term gives D = 0, and the quadratic gives g = 0. The identity for the residual then returns the Schrödinger equation, and with it every order equation.

```lean
/-- The coefficient of `tⁿ` in `exp(-e x²)`, where `e` is the series of Catalan energies. -/
def gaussianP (n : ℕ) : ℝ[X] :=
  ∑ j ∈ range (n + 1), C ((-1) ^ j / (Nat.factorial j : ℝ) *
    PowerSeries.coeff n (energySeries catalanEnergy ^ j)) * X ^ (2 * j)

/-- The expansion coefficients of `exp(-e x²)` and the Catalan energies solve the order
equations at every order. -/
theorem orderEquations_witness : OrderEquations gaussianP catalanEnergy := by
  have hdvd : PowerSeries.X ∣ energySeries catalanEnergy := by
    rw [PowerSeries.X_dvd_iff, ← PowerSeries.coeff_zero_eq_constantCoeff_apply]
    simp only [energySeries, PowerSeries.coeff_mk, if_true]
  -- the sum over `j` may be extended, since `e ^ j` starts at order `j`
  have hext : ∀ n N, n ≤ N → gaussianP n = ∑ j ∈ range (N + 1),
      C ((-1) ^ j / (Nat.factorial j : ℝ) *
        PowerSeries.coeff n (energySeries catalanEnergy ^ j)) * X ^ (2 * j) := by
    intro n N hN
    refine sum_subset (fun j hj => by rw [mem_range] at *; omega) fun j _ hj => ?_
    rw [mem_range] at hj
    rw [PowerSeries.X_pow_dvd_iff.mp (pow_dvd_pow_of_dvd hdvd j) n (by omega), mul_zero, C_0,
      zero_mul]
  have hD : gaussDefect (PowerSeries.mk gaussianP) (energySeries catalanEnergy) = 0 := by
    refine PowerSeries.ext fun n => ?_
    have hR : PowerSeries.coeff n (lift (energySeries catalanEnergy) * PowerSeries.mk gaussianP)
        = ∑ j ∈ range (n + 1), C ((-1) ^ j / (Nat.factorial j : ℝ) *
          PowerSeries.coeff n (energySeries catalanEnergy ^ (j + 1))) * X ^ (2 * j) := by
      simp only [PowerSeries.coeff_mul, PowerSeries.coeff_map, PowerSeries.coeff_mk, pow_succ']
      rw [sum_congr rfl fun p hp => by
        rw [hext p.2 n (by have := mem_antidiagonal.mp hp; omega), mul_sum], sum_comm]
      refine sum_congr rfl fun j _ => ?_
      rw [mul_sum, map_sum, sum_mul]
      refine sum_congr rfl fun p _ => ?_
      simp only [C_mul]
      ring
    rw [gaussDefect, two_mul, map_add, map_add, PowerSeries.coeff_C_mul, hR, ddx,
      PowerSeries.coeff_mk, PowerSeries.coeff_mk, hext n (n + 1) (Nat.le_succ n),
      sum_range_succ', derivative_add, derivative_sum, mul_zero, pow_zero (X : ℝ[X]), mul_one,
      derivative_C, add_zero, mul_sum, ← sum_add_distrib, ← sum_add_distrib, map_zero]
    refine sum_eq_zero fun j _ => ?_
    generalize PowerSeries.coeff n (energySeries catalanEnergy ^ (j + 1)) = q
    have hi : 1 / (Nat.factorial (j + 1) : ℝ) * (j + 1) = 1 / (Nat.factorial j : ℝ) := by
      have hj : (Nat.factorial j : ℝ) ≠ 0 := by positivity
      rw [Nat.factorial_succ]
      push_cast
      field_simp
    have hc : (-1) ^ (j + 1) / (Nat.factorial (j + 1) : ℝ) * q * ((2 * (j + 1) : ℕ) : ℝ) =
        -(2 * ((-1) ^ j / (Nat.factorial j : ℝ) * q)) := by
      push_cast
      linear_combination (-2 * (-1) ^ j * q) * hi
    have hC := congrArg (fun r : ℝ => (C r : ℝ[X])) hc
    simp only [map_mul, map_neg, map_ofNat] at hC
    rw [derivative_C_mul, derivative_X_pow, show 2 * (j + 1) - 1 = 2 * j + 1 by omega]
    simp only [map_mul]
    linear_combination X ^ (2 * j + 1) * hC
  refine (orderEquations_iff _ _).mpr ⟨by simp [gaussianP], sub_eq_zero.mp ?_⟩
  have hd0 : ddx 0 = 0 := PowerSeries.ext fun n => by simp [ddx]
  rw [residual_eq, hD, catalan_quadratic, hd0, sub_self, map_zero]
  ring

end

end OscillatorStiffness
```

```lean
#print axioms OscillatorStiffness.gaussian_and_energy
#print axioms OscillatorStiffness.energy_eq_catalan
```

```
'OscillatorStiffness.gaussian_and_energy' depends on axioms: [propext, Classical.choice, Quot.sound]
'OscillatorStiffness.energy_eq_catalan' depends on axioms: [propext, Classical.choice, Quot.sound]
```
